# The far-field amplitude of a Gouy-Chapman wall is 4 tanh(p/4), below 4 at any reduced surface potential p

If I fit an exponential to the far tail of a double-layer potential and take its prefactor for the surface potential, I can be wrong by a factor of two. In Gouy-Chapman theory for a symmetric salt, with potentials in units of kT/(ze), a flat wall held at 8 has the far tail that linear theory would assign to a wall at about 3.86, and raising the wall to 20 barely changes the tail. The tail decays with the Debye length, just as linear theory says, so where does the rest of the surface potential go? And does the linear profile that starts from the true surface potential err on the same side at every distance?

## The potential falls faster than its own exponential

The missing part is lost near the wall, where the nonlinear potential drops faster than the Debye-Hückel exponential. For a positive wall, the linear profile with the true surface potential is therefore never too low; for a negative wall the potential only changes sign, and the same profile is never too high.

Let x ≥ 0 be the distance from the wall, κ > 0 the inverse Debye length and p > 0 the reduced surface potential. The Gouy-Chapman solution for a symmetric z:z electrolyte is

ψ(x) = 4 artanh(g exp(-κx)), with g = tanh(p/4) and artanh u = ½ ln((1+u)/(1-u)).

Since 0 < g < 1, the argument of artanh stays between 0 and 1. The quantity to follow is R(x) = exp(κx) ψ(x), which would be constant in linear theory.

**At the wall.** From tanh y = 1 - 2/(exp(2y)+1) one gets (1 + tanh y)/(1 - tanh y) = exp(2y), so artanh(tanh y) = y and R(0) = ψ(0) = p.

**Decrease.** Fix 0 < s < 1 and set F(t) = s artanh t - artanh(st). Then F(0) = 0, and because artanh has slope 1/(1-u²),

F′(t) = s [1/(1-t²) - 1/(1-s²t²)] > 0 for 0 < t < 1.

Hence artanh(sv) < s artanh v for 0 < v < 1. Moving outwards by d > 0 multiplies the argument by s = exp(-κd), so

ψ(x+d) < exp(-κd) ψ(x).

Multiplying by exp(κ(x+d)) gives R(x+d) < R(x).

**Limit.** With ε = exp(-κx),

R(x) = 4 [artanh(gε) - artanh 0]/ε.

This is a difference quotient. As x → ∞, ε → 0 and R(x) tends to four times the slope of artanh(gε) at ε = 0, which is 4g.

**Bounds.** A strictly decreasing function stays above its limit, so 4g < R(x) ≤ R(0) = p. Dividing by exp(κx),

4 tanh(p/4) exp(-κx) < ψ(x) ≤ p exp(-κx),

with equality on the right at x = 0.

**Saturation.** The amplitude is

4 tanh(p/4) = 4 - 8/(exp(p/2)+1),

which increases with p, stays below 4 and tends to 4 as p → ∞. In the opposite limit of small p it is approximately p - p³/48, and linear theory returns.

Screening is essential here. If κ > 0 were weakened to κ ≥ 0, the case κ = 0 would give R(x) = p at every x: no strict decrease, and a limit p instead of 4 tanh(p/4).

Suppose a simulation treats the electrolyte beside a flat electrode by the nonlinear Poisson-Boltzmann equation, with a symmetric salt, point-like ions and a uniform permittivity. If the fitted tail is A exp(-κx), with A in units of kT/(ze) and x measured from the plane where the ions begin, then p = 4 artanh(A/4) is the potential at that plane, which need not be the potential of the electrode itself. Close to A = 4 the conversion is of little use, because a small error in A becomes a large one in p.

## What the Lean theorems say

`potential κ p x` is the closed form above, and `effectivePotential p` is 4 tanh(p/4). "Effective potential" here means a far-field amplitude, not a potential-energy function, and p is a potential, not a pressure. All quantities are real numbers; κ and x carry reciprocal units. `artanh` is defined in the file by its logarithm, which is the usual function for -1 < u < 1.

- `gouyChapman_far_field` assumes κ > 0 and p > 0. It states that R(0) = p, that R decreases strictly on x ≥ 0 (`StrictAntiOn` on `Set.Ici 0`), and that R tends to the effective potential as x → ∞ (`Tendsto` along `atTop`).
- `potential_between` gives the two exponential bounds for every x ≥ 0, again for κ > 0 and p > 0.
- `effectivePotential_saturates` gives the strict increase and the bound 4 for all real p, and the limit 4 as p → ∞.

The step left to physics is that this closed form is the potential in front of a real wall. That rests on the Poisson-Boltzmann equation, with point-like ions and no correlations between them, and the equation itself does not appear in the code.

```lean
import Mathlib

open Filter Topology

namespace GouyChapmanFarField

noncomputable section

/-- The inverse hyperbolic tangent in logarithmic form, for `-1 < u < 1`. -/
def artanh (u : ℝ) : ℝ := Real.log ((1 + u) / (1 - u)) / 2

/-- The reduced Gouy-Chapman potential at distance `x ≥ 0` from a wall with reduced surface
potential `p`, for inverse screening length `κ > 0`. -/
def potential (κ p x : ℝ) : ℝ := 4 * artanh (Real.tanh (p / 4) * Real.exp (-(κ * x)))

/-- The effective surface potential `4 tanh (p / 4)` of a wall with surface potential `p`. -/
def effectivePotential (p : ℝ) : ℝ := 4 * Real.tanh (p / 4)

/-- The hyperbolic tangent written as a Fermi-type function. -/
theorem tanh_eq_one_sub (y : ℝ) : Real.tanh y = 1 - 2 / (Real.exp (2 * y) + 1) := by
  have h2 : Real.exp (2 * y) = Real.exp y * Real.exp y := by
    rw [← Real.exp_add]; congr 1; ring
  have hi : Real.exp y * Real.exp (-y) = 1 := by
    rw [← Real.exp_add, add_neg_cancel, Real.exp_zero]
  have hd : Real.exp y * Real.exp y + 1 ≠ 0 := by positivity
  have hc : (Real.exp y + Real.exp (-y)) / 2 ≠ 0 := by positivity
  rw [Real.tanh_eq_sinh_div_cosh, Real.sinh_eq, Real.cosh_eq, h2, one_sub_div hd,
    div_eq_div_iff hc hd]
  linear_combination (-Real.exp y) * hi

/-- The function `artanh` undoes the hyperbolic tangent. -/
theorem artanh_tanh (y : ℝ) : artanh (Real.tanh y) = y := by
  have hE : Real.exp (2 * y) + 1 ≠ 0 := by positivity
  have hq : 2 / (Real.exp (2 * y) + 1) ≠ 0 := div_ne_zero two_ne_zero hE
  have hm : 2 / (Real.exp (2 * y) + 1) * (Real.exp (2 * y) + 1) = 2 := div_mul_cancel₀ _ hE
  have h : (1 + Real.tanh y) / (1 - Real.tanh y) = Real.exp (2 * y) := by
    rw [tanh_eq_one_sub, sub_sub_cancel, div_eq_iff hq]
    linear_combination -hm
  rw [artanh, h, Real.log_exp]
  ring

/-- For `-1 < u < 1` the slope of `artanh` at `u` is `1 / (1 - u ^ 2)`. -/
theorem hasDerivAt_artanh {u : ℝ} (h0 : -1 < u) (h1 : u < 1) :
    HasDerivAt artanh (1 / (1 - u ^ 2)) u := by
  have ha : 1 + u ≠ 0 := by linarith
  have hb : 1 - u ≠ 0 := by linarith
  have h := ((((hasDerivAt_id' u).const_add 1).fun_div
    ((hasDerivAt_id' u).const_sub 1) hb).log (div_ne_zero ha hb)).div_const 2
  refine h.congr_deriv ?_
  have hn : 1 * (1 - u) - (1 + u) * (-1) = 2 := by ring
  have hf : 1 - u ^ 2 = (1 + u) * (1 - u) := by ring
  simp only [hn, hf]
  field_simp

/-- Reducing an amplitude `0 < v < 1` by a factor `0 < s < 1` reduces its `artanh` by more
than that factor. -/
theorem artanh_mul_lt {s v : ℝ} (hs : 0 < s) (hs1 : s < 1) (hv : 0 < v) (hv1 : v < 1) :
    artanh (s * v) < s * artanh v := by
  have hd : ∀ t ∈ Set.Ico (0 : ℝ) 1, HasDerivAt (fun t => s * artanh t - artanh (s * t))
      (s * (1 / (1 - t ^ 2)) - 1 / (1 - (s * t) ^ 2) * s) t := by
    intro t ht
    have hst0 : 0 ≤ s * t := mul_nonneg hs.le ht.1
    have hst : s * t < 1 := by nlinarith [mul_nonneg ht.1 (sub_nonneg.2 hs1.le), ht.2]
    have hl : HasDerivAt (fun y : ℝ => s * y) s t := by
      simpa using (hasDerivAt_id' t).const_mul s
    have h2 : HasDerivAt (fun y => artanh (s * y)) (1 / (1 - (s * t) ^ 2) * s) t :=
      HasDerivAt.comp t (hasDerivAt_artanh (by linarith) hst) hl
    exact ((hasDerivAt_artanh (by linarith [ht.1]) ht.2).const_mul s).fun_sub h2
  -- the difference of the two sides vanishes at zero and grows with the amplitude
  have hmono : StrictMonoOn (fun t => s * artanh t - artanh (s * t)) (Set.Ico 0 1) := by
    apply strictMonoOn_of_deriv_pos (convex_Ico 0 1)
    · intro t ht
      exact (hd t ht).continuousAt.continuousWithinAt
    · intro t ht
      rw [interior_Ico] at ht
      rw [(hd t ⟨ht.1.le, ht.2⟩).deriv]
      have h1 : 0 < t - s * t := by nlinarith [mul_pos ht.1 (sub_pos.2 hs1)]
      have h2 : 0 < t + s * t := add_pos ht.1 (mul_pos hs ht.1)
      have h3 : 0 < 1 - t ^ 2 := by nlinarith [ht.1, ht.2]
      have h4 : 1 / (1 - (s * t) ^ 2) < 1 / (1 - t ^ 2) :=
        one_div_lt_one_div_of_lt h3 (by nlinarith [mul_pos h1 h2])
      linarith [mul_lt_mul_of_pos_left h4 hs]
  have h0 : artanh 0 = 0 := by simp [artanh]
  have h := hmono ⟨le_rfl, one_pos⟩ ⟨hv.le, hv1⟩ hv
  simp only [mul_zero, h0, sub_zero] at h
  linarith

/-- For `κ, p > 0` and `x ≥ 0` the screened amplitude lies strictly between 0 and 1. -/
theorem amplitude_mem {κ p x : ℝ} (hκ : 0 < κ) (hp : 0 < p) (hx : 0 ≤ x) :
    0 < Real.tanh (p / 4) * Real.exp (-(κ * x)) ∧
      Real.tanh (p / 4) * Real.exp (-(κ * x)) < 1 := by
  have hE : 1 < Real.exp (2 * (p / 4)) := Real.one_lt_exp_iff.2 (by linarith)
  have hq : 2 / (Real.exp (2 * (p / 4)) + 1) < 1 := by
    rw [div_lt_one (by linarith)]; linarith
  have hq0 : 0 < 2 / (Real.exp (2 * (p / 4)) + 1) := by positivity
  have hg : 0 < Real.tanh (p / 4) := by rw [tanh_eq_one_sub]; linarith
  have hg1 : Real.tanh (p / 4) < 1 := by rw [tanh_eq_one_sub]; linarith
  have he : Real.exp (-(κ * x)) ≤ 1 :=
    Real.exp_le_one_iff.2 (neg_nonpos.2 (mul_nonneg hκ.le hx))
  exact ⟨mul_pos hg (Real.exp_pos _), by nlinarith [mul_nonneg hg.le (sub_nonneg.2 he)]⟩

/-- For `κ, p > 0` the rescaled potential `exp (κ x) ψ(x)` starts at `p`, decreases strictly
on `x ≥ 0`, and tends to the effective potential `4 tanh (p / 4)` far from the wall. -/
theorem gouyChapman_far_field {κ p : ℝ} (hκ : 0 < κ) (hp : 0 < p) :
    Real.exp (κ * 0) * potential κ p 0 = p ∧
      StrictAntiOn (fun x => Real.exp (κ * x) * potential κ p x) (Set.Ici 0) ∧
      Tendsto (fun x => Real.exp (κ * x) * potential κ p x) atTop
        (𝓝 (effectivePotential p)) := by
  refine ⟨?_, ?_, ?_⟩
  · rw [potential, mul_zero, neg_zero, Real.exp_zero, mul_one, artanh_tanh]
    ring
  · intro x hx y _ hxy
    obtain ⟨h0, h1⟩ := amplitude_mem hκ hp hx
    have hs : Real.exp (-(κ * (y - x))) < 1 :=
      Real.exp_lt_one_iff.2 (neg_neg_of_pos (mul_pos hκ (sub_pos.2 hxy)))
    have h := artanh_mul_lt (Real.exp_pos _) hs h0 h1
    -- moving from x to y multiplies the amplitude by the Debye factor
    have e1 : Real.exp (-(κ * (y - x))) * (Real.tanh (p / 4) * Real.exp (-(κ * x)))
        = Real.tanh (p / 4) * Real.exp (-(κ * y)) := by
      rw [mul_left_comm, ← Real.exp_add]; congr 2; ring
    have e2 : Real.exp (κ * y) * Real.exp (-(κ * (y - x))) = Real.exp (κ * x) := by
      rw [← Real.exp_add]; congr 1; ring
    rw [e1] at h
    have h' := mul_lt_mul_of_pos_left h (Real.exp_pos (κ * y))
    rw [← mul_assoc, e2] at h'
    simp only [potential]
    linarith
  · have hz : artanh 0 = 0 := by simp [artanh]
    have hl : HasDerivAt (fun e : ℝ => Real.tanh (p / 4) * e) (Real.tanh (p / 4)) 0 := by
      simpa using (hasDerivAt_id' (0 : ℝ)).const_mul (Real.tanh (p / 4))
    have hc : HasDerivAt (fun e => artanh (Real.tanh (p / 4) * e))
        (1 / (1 - (Real.tanh (p / 4) * 0) ^ 2) * Real.tanh (p / 4)) 0 :=
      HasDerivAt.comp 0 (hasDerivAt_artanh (by simp) (by simp)) hl
    have hd := hc.congr_deriv (g' := Real.tanh (p / 4)) (by simp)
    have hE : Tendsto (fun x : ℝ => Real.exp (-(κ * x))) atTop (𝓝 0) :=
      Real.tendsto_exp_neg_atTop_nhds_zero.comp (tendsto_id.const_mul_atTop hκ)
    have hE' : Tendsto (fun x : ℝ => Real.exp (-(κ * x))) atTop (𝓝[≠] 0) :=
      tendsto_nhdsWithin_iff.2 ⟨hE, Eventually.of_forall fun x => (Real.exp_pos _).ne'⟩
    -- the rescaled potential is a difference quotient in the variable exp (-κ x)
    have h := ((hasDerivAt_iff_tendsto_slope.1 hd).comp hE').const_mul 4
    refine h.congr fun x => ?_
    simp only [Function.comp_apply, slope_def_field, mul_zero, hz, sub_zero, potential,
      Real.exp_neg, div_inv_eq_mul]
    ring

/-- For `κ, p > 0` and `x ≥ 0` the potential lies strictly above the screened exponential with
the effective amplitude, and at or below the one with the true surface potential. -/
theorem potential_between {κ p x : ℝ} (hκ : 0 < κ) (hp : 0 < p) (hx : 0 ≤ x) :
    effectivePotential p * Real.exp (-(κ * x)) < potential κ p x ∧
      potential κ p x ≤ p * Real.exp (-(κ * x)) := by
  obtain ⟨hzero, hanti, hlim⟩ := gouyChapman_far_field hκ hp
  have hx1 : x + 1 ∈ Set.Ici (0 : ℝ) := Set.mem_Ici.2 (by linarith)
  have hle : effectivePotential p ≤ Real.exp (κ * (x + 1)) * potential κ p (x + 1) := by
    refine le_of_tendsto hlim ?_
    filter_upwards [eventually_ge_atTop (x + 1)] with y hy
    exact hanti.antitoneOn hx1 (Set.mem_Ici.2 (by linarith)) hy
  have hlt : effectivePotential p < Real.exp (κ * x) * potential κ p x :=
    lt_of_le_of_lt hle (hanti (Set.mem_Ici.2 hx) hx1 (by linarith))
  have hup : Real.exp (κ * x) * potential κ p x ≤ p :=
    le_of_le_of_eq (hanti.antitoneOn (Set.mem_Ici.2 le_rfl) (Set.mem_Ici.2 hx) hx) hzero
  have hE := Real.exp_pos (κ * x)
  rw [Real.exp_neg, ← div_eq_mul_inv, ← div_eq_mul_inv, div_lt_iff₀ hE, le_div_iff₀ hE]
  constructor <;> linarith

/-- The effective potential increases strictly with the surface potential, stays below 4, and
tends to 4 as the surface potential grows without bound. -/
theorem effectivePotential_saturates :
    StrictMono effectivePotential ∧ (∀ p, effectivePotential p < 4) ∧
      Tendsto effectivePotential atTop (𝓝 4) := by
  have heq : effectivePotential = fun p => 4 * (1 - 2 / (Real.exp (2 * (p / 4)) + 1)) := by
    funext p
    rw [effectivePotential, tanh_eq_one_sub]
  rw [heq]
  refine ⟨?_, ?_, ?_⟩
  · intro a b hab
    have hexp : Real.exp (2 * (a / 4)) < Real.exp (2 * (b / 4)) :=
      Real.exp_lt_exp.2 (by linarith)
    have h : 2 / (Real.exp (2 * (b / 4)) + 1) < 2 / (Real.exp (2 * (a / 4)) + 1) :=
      div_lt_div_of_pos_left two_pos (by positivity) (by linarith)
    simp only
    linarith
  · intro p
    have h : 0 < 2 / (Real.exp (2 * (p / 4)) + 1) := by positivity
    simp only
    linarith
  · have h1 : Tendsto (fun p : ℝ => 2 * (p / 4)) atTop atTop :=
      (tendsto_id.atTop_div_const (by norm_num)).const_mul_atTop (by norm_num)
    have h2 : Tendsto (fun p : ℝ => Real.exp (2 * (p / 4)) + 1) atTop atTop :=
      tendsto_atTop_add_const_right _ _ (Real.tendsto_exp_atTop.comp h1)
    have h3 := ((h2.const_div_atTop 2).const_sub 1).const_mul 4
    rwa [sub_zero, mul_one] at h3

end

end GouyChapmanFarField
```

```lean
#print axioms GouyChapmanFarField.gouyChapman_far_field
#print axioms GouyChapmanFarField.potential_between
#print axioms GouyChapmanFarField.effectivePotential_saturates
```

```
'GouyChapmanFarField.gouyChapman_far_field' depends on axioms: [propext, Classical.choice, Quot.sound]
'GouyChapmanFarField.potential_between' depends on axioms: [propext, Classical.choice, Quot.sound]
'GouyChapmanFarField.effectivePotential_saturates' depends on axioms: [propext, Classical.choice, Quot.sound]
```

## From the lemmas to the far field

`tanh_eq_one_sub` and `artanh_tanh` supply the value at the wall, and `hasDerivAt_artanh` the slope 1/(1-u²). `artanh_mul_lt` is the comparison with F: `hd` computes F′, `strictMonoOn_of_deriv_pos` turns its positivity into strict growth on 0 ≤ t < 1, and evaluating at 0 and v gives the inequality. `amplitude_mem` checks that g exp(-κx) lies between 0 and 1, so that the inequality applies.

In `gouyChapman_far_field`, the strict decrease compares two points x < y. The identity `e1` says that the step from x to y multiplies the argument by exp(-κ(y-x)), and `e2` collects the exponentials after multiplication by exp(κy). For the limit, `hasDerivAt_iff_tendsto_slope` reads the derivative at ε = 0 as a limit of difference quotients, into which ε = exp(-κx) is substituted; `hE'` records that ε tends to 0 without ever being 0.

`potential_between` obtains its strict lower bound by way of the point x + 1: R(x+1) is at least the limit, and R(x) is strictly larger than R(x+1). The upper bound compares R(x) with R(0). `effectivePotential_saturates` rewrites the amplitude with `tanh_eq_one_sub` and gets the strict increase and the limit from the growth of the exponential, and the bound 4 from its positivity.
